# A black solar absorber driving a Carnot engine has one best temperature, where its work stays below the Landsberg value

Fully concentrated sunlight heats a black absorber, which drives an engine. A hotter absorber lets the engine convert heat more efficiently, but it also radiates more of the heat away. At the temperature of the surroundings the engine delivers nothing, and at the solar temperature no net heat is left to convert. Which temperature in between is best, and how does the best work compare with the Landsberg value, computed from the energy and entropy of the radiation?

In Lean 4 with Mathlib:

```lean
import Mathlib

open Set

namespace SolarThermalLimit

noncomputable section
```

Below, a `def` names a formula. A `theorem` lists its assumptions, states its claim after the colon, and gives the proof after `:=`. All quantities are real numbers, `ℝ`.

```lean
/-- Work flux of a Carnot engine between a black absorber at `Ta ≠ 0` and surroundings at `T0`,
when the absorber receives `σ Ts⁴` and re-emits `σ Ta⁴`. -/
def absorberWork (σ Ts T0 Ta : ℝ) : ℝ := (σ * Ts ^ 4 - σ * Ta ^ 4) * (1 - T0 / Ta)
```

With solar, ambient and absorber temperatures $T_s, T_0, T_a$ and Stefan–Boltzmann constant $\sigma$, the work flux is the net heat times the Carnot factor:
$$W=(\sigma T_s^4-\sigma T_a^4)(1-T_0/T_a).$$
This idealises the device: sunlight at full concentration, no losses except re-emission, and a reversible engine.

```lean
/-- Landsberg work flux: net black-body energy flux minus `T0` times the net black-body entropy
flux, where radiation at temperature `T` carries energy `σ T⁴` and entropy `(4/3) σ T³`. -/
def landsbergWork (σ Ts T0 : ℝ) : ℝ :=
  (σ * Ts ^ 4 - σ * T0 ^ 4) - T0 * (4 / 3 * σ * Ts ^ 3 - 4 / 3 * σ * T0 ^ 3)
```

The Landsberg work is the net energy flux minus $T_0$ times the net entropy flux, for a converter that emits at $T_0$. The energy flux $\sigma T^4$ and entropy flux $\tfrac43\sigma T^3$ are those of black-body radiation. They enter by definition and are not derived from Planck's law.

```lean
/-- Solar-thermal efficiency at reduced absorber temperature `x ≠ 0` and reduced ambient
temperature `t`, both in units of the solar temperature. -/
def efficiency (t x : ℝ) : ℝ := (1 - x ^ 4) * (1 - t / x)
```

In units of the solar temperature, $x=T_a/T_s$ and $t=T_0/T_s$, the efficiency is $\eta(x)=(1-x^4)(1-t/x)$.

```lean
/-- The Landsberg efficiency at reduced ambient temperature `t`. -/
def landsberg (t : ℝ) : ℝ := 1 - 4 * t / 3 + t ^ 4 / 3
```

The value to compare with is $\eta_L=1-\tfrac43t+\tfrac13t^4$.

```lean
/-- For nonzero solar temperature, the absorber work flux is the incident flux `σ Ts⁴` times the
reduced efficiency. -/
theorem absorberWork_eq (σ T0 Ta : ℝ) {Ts : ℝ} (hs : Ts ≠ 0) :
    absorberWork σ Ts T0 Ta = σ * Ts ^ 4 * efficiency (T0 / Ts) (Ta / Ts) := by
  have h : Ts ^ 4 * (1 - (Ta / Ts) ^ 4) = Ts ^ 4 - Ta ^ 4 := by
    field_simp
  unfold absorberWork efficiency
  rw [div_div_div_cancel_right₀ hs]
  linear_combination (-σ * (1 - T0 / Ta)) * h
```

Taking $\sigma T_s^4$ out of the first bracket, and writing $T_0/T_a=t/x$, gives $W=\sigma T_s^4\,\eta(x)$. The hypothesis `hs` says $T_s\neq0$.

```lean
/-- For nonzero solar temperature, the Landsberg work flux is the incident flux `σ Ts⁴` times the
Landsberg efficiency. -/
theorem landsbergWork_eq (σ T0 : ℝ) {Ts : ℝ} (hs : Ts ≠ 0) :
    landsbergWork σ Ts T0 = σ * Ts ^ 4 * landsberg (T0 / Ts) := by
  unfold landsbergWork landsberg
  field_simp
  ring
```

Likewise the Landsberg work is $\sigma T_s^4\,(1-t^4-\tfrac43t+\tfrac43t^4)=\sigma T_s^4\,\eta_L$. Here `field_simp` clears denominators and `ring` checks the remaining polynomial identity.

```lean
/-- The slope of the efficiency at a nonzero absorber temperature `x` is
`-(4x⁵ - 3t x⁴ - t)/x²`. -/
theorem hasDerivAt_efficiency (t : ℝ) {x : ℝ} (hx : x ≠ 0) :
    HasDerivAt (fun y => efficiency t y) (-(4 * x ^ 5 - 3 * t * x ^ 4 - t) / x ^ 2) x := by
  have h1 : HasDerivAt (fun y : ℝ => 1 - y ^ 4) (-(4 * x ^ 3)) x :=
    ((hasDerivAt_pow 4 x).const_sub 1).congr_deriv (by norm_num)
  have h2 : HasDerivAt (fun y : ℝ => 1 - t / y) (t / x ^ 2) x :=
    (((hasDerivAt_const x t).fun_div (hasDerivAt_id' x) hx).const_sub 1).congr_deriv (by ring)
  exact (h1.fun_mul h2).congr_deriv (by field_simp; ring)
```

`HasDerivAt` states that the derivative exists and gives its value. By the product rule,
$$\eta'(x)=-4x^3\Big(1-\frac tx\Big)+(1-x^4)\frac t{x^2}=-\frac{4x^5-3tx^4-t}{x^2}.$$
The stationary points are therefore the roots of $q(x)=4x^5-3tx^4-t$.

```lean
/-- If `m > t > 0` solves the quintic, then every other positive absorber temperature gives a
strictly smaller efficiency than `m`. -/
theorem efficiency_lt_of_root {t m x : ℝ} (ht : 0 < t) (hm : t < m) (hx : 0 < x)
    (hroot : 4 * m ^ 5 - 3 * t * m ^ 4 - t = 0) (hne : x ≠ m) :
    efficiency t x < efficiency t m := by
  have hm0 : 0 < m := ht.trans hm
  have hd : 0 < m - t := sub_pos.mpr hm
  -- the difference carries one factor `x - m` identically
  have h1 : efficiency t m - efficiency t x =
      (x - m) * (x * m * (x ^ 3 + x ^ 2 * m + x * m ^ 2 + m ^ 3) - t
        - t * (x * m) * (x ^ 2 + x * m + m ^ 2)) / (x * m) := by
    unfold efficiency
    field_simp
    ring
  -- the quintic supplies the second factor `x - m`
  have h2 : x * m * (x ^ 3 + x ^ 2 * m + x * m ^ 2 + m ^ 3) - t
        - t * (x * m) * (x ^ 2 + x * m + m ^ 2) =
      (x - m) * (m * (x ^ 3 + x ^ 2 * m + x * m ^ 2 + m ^ 3)
        + m * (m - t) * (x ^ 2 + x * m + m ^ 2)
        + m ^ 2 * (m - t) * (x + m) + m ^ 3 * (m - t)) := by
    linear_combination hroot
  have hsq : 0 < (x - m) ^ 2 := sq_pos_of_ne_zero (sub_ne_zero.mpr hne)
  have h3 : 0 < efficiency t m - efficiency t x := by
    rw [h1, h2, ← mul_assoc, ← sq]
    positivity
  linarith
```

A root $m>t$ beats every other positive $x$, with no second derivative needed. Write $S_2=x^2+xm+m^2$ and $S_3=x^3+x^2m+xm^2+m^3$. Since $\eta(x)=1-t/x-x^4+tx^3$,
$$\eta(m)-\eta(x)=\frac{(x-m)\,B}{xm},\qquad B=xmS_3-t-txmS_2.$$
This is `h1`. Now insert $t=4m^5-3tm^4$ for the lone $t$, and use $S_3=xS_2+m^3$:
$$B=(x-m)mS_3+m(m-t)(xS_2-3m^3).$$
The last bracket is
$$(x^3-m^3)+m(x^2-m^2)+m^2(x-m)=(x-m)\big(S_2+m(x+m)+m^2\big).$$
So $B$ is $x-m$ times a positive factor, which is `h2`; `linear_combination hroot` checks it using the root equation. The difference now contains $(x-m)^2$, and `positivity` reads off its sign.

```lean
/-- The deficit to the Landsberg efficiency at nonzero absorber temperature `x` is a sum of two
terms, one with the factor `(1 - x)²` and one with the factor `(x - t)²`. -/
theorem landsberg_sub_efficiency (t : ℝ) {x : ℝ} (hx : x ≠ 0) :
    landsberg t - efficiency t x =
      (t * (1 - x) ^ 2 * (x ^ 2 + 2 * x + 3)
        + x * (x - t) ^ 2 * (3 * x ^ 2 + 2 * x * t + t ^ 2)) / (3 * x) := by
  unfold landsberg efficiency
  field_simp
  ring
```

Multiply the deficit by $3x$ and group the terms:
$$3x(\eta_L-\eta)=t(x^4-4x+3)+x(3x^4-4tx^3+t^4).$$
The brackets factor as $(1-x)^2(x^2+2x+3)$ and $(x-t)^2(3x^2+2xt+t^2)$.

```lean
/-- For `0 < t < 1`, the efficiency at any positive absorber temperature is strictly below the
Landsberg efficiency. -/
theorem efficiency_lt_landsberg {t x : ℝ} (ht : 0 < t) (ht1 : t < 1) (hx : 0 < x) :
    efficiency t x < landsberg t := by
  have h : 0 < landsberg t - efficiency t x := by
    rw [landsberg_sub_efficiency t hx.ne']
    -- the two squares cannot vanish together, because `t ≠ 1`
    by_cases h1 : x = 1
    · subst h1
      have hsq : 0 < (1 - t) ^ 2 := sq_pos_of_ne_zero (sub_ne_zero.mpr ht1.ne')
      positivity
    · have hsq : 0 < (1 - x) ^ 2 := sq_pos_of_ne_zero (sub_ne_zero.mpr (Ne.symm h1))
      positivity
  linarith
```

For $x>0$ and $0<t<1$ both terms are nonnegative. If $x=1$, the second is positive because $t\neq1$; otherwise the first is. The proof splits into these two cases.

```lean
/-- For `0 < t < 1` the quintic `4x⁵ - 3t x⁴ - t` has exactly one root in `(t, 1)`. This root is
the unique maximiser of the efficiency there, and the maximum is strictly below the Landsberg
efficiency. -/
theorem solar_thermal_optimum {t : ℝ} (ht : 0 < t) (ht1 : t < 1) :
    ∃ m ∈ Ioo t 1,
      (∀ x ∈ Ioo t 1, (4 * x ^ 5 - 3 * t * x ^ 4 - t = 0 ↔ x = m)) ∧
      (∀ x ∈ Ioo t 1, x ≠ m → efficiency t x < efficiency t m) ∧
      efficiency t m < landsberg t := by
  -- the quintic changes sign between ambient and solar temperature
  have hcont : ContinuousOn (fun x : ℝ => 4 * x ^ 5 - 3 * t * x ^ 4 - t) (Icc t 1) := by
    fun_prop
  have h4 : t ^ 4 < 1 := pow_lt_one₀ ht.le ht1 (by norm_num)
  have hleft : 4 * t ^ 5 - 3 * t * t ^ 4 - t < 0 := by
    have := mul_pos ht (sub_pos.mpr h4)
    linarith [show 4 * t ^ 5 - 3 * t * t ^ 4 - t = -(t * (1 - t ^ 4)) by ring]
  have hright : 0 < 4 * (1 : ℝ) ^ 5 - 3 * t * 1 ^ 4 - t := by
    norm_num
    linarith
  obtain ⟨m, hm, hroot⟩ := intermediate_value_Ioo ht1.le hcont ⟨hleft, hright⟩
  have hroot' : 4 * m ^ 5 - 3 * t * m ^ 4 - t = 0 := hroot
  refine ⟨m, hm, fun x hx => ⟨fun h => ?_, fun h => h ▸ hroot'⟩, fun x hx hne => ?_, ?_⟩
  · -- two distinct roots would each be strictly better than the other
    by_contra hne
    exact lt_asymm (efficiency_lt_of_root ht hm.1 (ht.trans hx.1) hroot' hne)
      (efficiency_lt_of_root ht hx.1 (ht.trans hm.1) h (Ne.symm hne))
  · exact efficiency_lt_of_root ht hm.1 (ht.trans hx.1) hroot' hne
  · exact efficiency_lt_landsberg ht ht1 (ht.trans hm.1)
```

`Ioo t 1` is the open interval $(t,1)$. The theorem gives an $m$ there that is the only root of $q$ in the interval, the strict maximiser of $\eta$ on it, and has $\eta(m)<\eta_L$.

At the ends, $q(t)=-t(1-t^4)<0$ and $q(1)=4(1-t)>0$, so the intermediate value theorem supplies a root. Two different roots would each have to beat the other, which `lt_asymm` rules out. The other claims are the two earlier inequalities.

Bisection on $q$ over $[t,1]$ therefore finds the optimum of this idealised model.

```lean
/-- For `σ > 0` and `0 < T0 < Ts`, some absorber temperature between `T0` and `Ts` solves
`4T⁵ - 3 T0 T⁴ - T0 Ts⁴ = 0`, delivers strictly more work than any other in that range, and
delivers strictly less than the Landsberg work. -/
theorem optimal_absorber_temperature {σ Ts T0 : ℝ} (hσ : 0 < σ) (h0 : 0 < T0) (h0s : T0 < Ts) :
    ∃ Tm ∈ Ioo T0 Ts, 4 * Tm ^ 5 - 3 * T0 * Tm ^ 4 - T0 * Ts ^ 4 = 0 ∧
      (∀ Ta ∈ Ioo T0 Ts, Ta ≠ Tm → absorberWork σ Ts T0 Ta < absorberWork σ Ts T0 Tm) ∧
      absorberWork σ Ts T0 Tm < landsbergWork σ Ts T0 := by
  have hs : 0 < Ts := h0.trans h0s
  have hflux : 0 < σ * Ts ^ 4 := by positivity
  obtain ⟨m, hm, hiff, hmax, hlt⟩ :=
    solar_thermal_optimum (div_pos h0 hs) ((div_lt_one hs).mpr h0s)
  have hroot := (hiff m hm).mpr rfl
  have hT : T0 / Ts * Ts = T0 := div_mul_cancel₀ T0 hs.ne'
  have hmT : m * Ts / Ts = m := mul_div_cancel_right₀ m hs.ne'
  -- return from reduced to absolute temperatures
  refine ⟨m * Ts, ⟨(div_lt_iff₀ hs).mp hm.1, by nlinarith [hm.2]⟩, ?_, fun Ta hTa hne => ?_, ?_⟩
  · linear_combination Ts ^ 5 * hroot + (3 * m ^ 4 * Ts ^ 4 + Ts ^ 4) * hT
  · rw [absorberWork_eq σ T0 Ta hs.ne', absorberWork_eq σ T0 (m * Ts) hs.ne', hmT]
    refine mul_lt_mul_of_pos_left (hmax (Ta / Ts) ⟨?_, (div_lt_one hs).mpr hTa.2⟩ ?_) hflux
    · exact div_lt_div_of_pos_right hTa.1 hs
    · exact fun h => hne ((div_eq_iff hs.ne').mp h)
  · rw [absorberWork_eq σ T0 (m * Ts) hs.ne', landsbergWork_eq σ T0 hs.ne', hmT]
    exact mul_lt_mul_of_pos_left hlt hflux

end

end SolarThermalLimit
```

In actual temperatures the optimum is $T_m=mT_s$. Multiplying $q(m)=0$ by $T_s^5$ gives
$$4T_m^5-3T_0T_m^4-T_0T_s^4=0,$$
and multiplying the efficiency inequalities by $\sigma T_s^4>0$ turns them into inequalities between work fluxes. The Landsberg work serves here as a formula to compare with; that it bounds every possible converter is a separate thermodynamic argument.

```lean
#print axioms SolarThermalLimit.hasDerivAt_efficiency
-- 'SolarThermalLimit.hasDerivAt_efficiency' depends on axioms: [propext, Classical.choice, Quot.sound]
#print axioms SolarThermalLimit.optimal_absorber_temperature
-- 'SolarThermalLimit.optimal_absorber_temperature' depends on axioms: [propext, Classical.choice, Quot.sound]
```
